# The Third-Order Energy of a Non-Hermitian Matrix from First-Order Left and Right Vectors

A molecule whose electron can escape is often described by a Hamiltonian with a complex absorbing potential, and coupled-cluster theory works with a similarity-transformed Hamiltonian. In a finite basis both are in general non-Hermitian matrices. Such a matrix can have left eigenvectors that are not the conjugates of its right ones. Suppose that it is split into a solvable part H₀ and a perturbation V, and that the corrections to both the left and the right vector are known to first order. How far does this fix the energy?

For Hermitian matrices, Wigner's 2n+1 rule says that the wavefunction through order n gives the energy through order 2n+1. The case n = 1 carries over to non-Hermitian matrices, with the left vector taking the place of the conjugated wavefunction, provided that the order equations below can be solved and the zeroth-order left and right vectors have a nonzero product. Higher n is not treated here.

## The order equations and the claim

Let H₀ and V be complex square matrices and t a complex number. The right vector of H₀ + tV is expanded as r₀ + t r₁ + t² r₂ + t³ r₃ + …, the left (row) vector as l₀ + t l₁ + …, and the energy as E₀ + tE₁ + t²E₂ + t³E₃ + …. A product such as l₀r₁ is the plain sum of products of components, with no complex conjugation. Collecting powers of t in the left eigenvalue equation gives

(L0) l₀(H₀ − E₀) = 0

(L1) l₁(H₀ − E₀) + l₀(V − E₁) = 0

and the right eigenvalue equation gives, from first order on,

(R1) (H₀ − E₀)r₁ + (V − E₁)r₀ = 0

(R2) (H₀ − E₀)r₂ + (V − E₁)r₁ = E₂r₀

(R3) (H₀ − E₀)r₃ + (V − E₁)r₂ = E₂r₁ + E₃r₀.

In the biorthogonal normalisation l₀r₀ = 1, l₀r₁ = 0 and l₁r₀ = 0, the claim is

E₃ = l₁(V − E₁)r₁.

The vectors r₂ and r₃ must exist, but they do not enter the formula.

## Eliminating the second-order vector

Multiply (R3) from the left by l₀. The term with r₃ vanishes by (L0), which leaves

l₀(V − E₁)r₂ = E₂ l₀r₁ + E₃ l₀r₀.

The left side still contains r₂. Equation (L1), multiplied from the right by r₂, turns it into

l₀(V − E₁)r₂ = −l₁(H₀ − E₀)r₂.

Equation (R2), multiplied from the left by l₁, gives

−l₁(H₀ − E₀)r₂ = l₁(V − E₁)r₁ − E₂ l₁r₀.

Putting the three together yields a formula for any normalisation:

E₃ l₀r₀ = l₁(V − E₁)r₁ − E₂(l₀r₁ + l₁r₀).

In the biorthogonal normalisation the last bracket vanishes, l₀r₀ is 1, and the claim follows.

The second-order energy has two similar expressions. Multiplying (R2) by l₀ gives l₀(V − E₁)r₁ = E₂ l₀r₀. Multiplying (L1) by r₁ and (R1) by l₁ gives

l₁(H₀ − E₀)r₁ + l₀(V − E₁)r₁ = 0

l₁(H₀ − E₀)r₁ + l₁(V − E₁)r₀ = 0,

and subtraction shows that l₁(V − E₁)r₀ = l₀(V − E₁)r₁ = E₂ l₀r₀.

## The two-sided Rayleigh quotient

The same energies appear when the truncated vectors are used as a trial pair. Write

N = (l₀ + t l₁)(H₀ + tV)(r₀ + t r₁)

D = (l₀ + t l₁)(r₀ + t r₁) = 1 + t² l₁r₁,

where the second form of D uses the biorthogonal normalisation. Splitting H₀ + tV into E₀ + tE₁ plus (H₀ − E₀) + t(V − E₁) gives

N = (E₀ + tE₁)D + (l₀ + t l₁)[(H₀ − E₀) + t(V − E₁)](r₀ + t r₁).

The last product is sorted by powers of t:

- Order t⁰ is l₀(H₀ − E₀)r₀, which is zero by (L0).
- Order t¹ is l₀(H₀ − E₀)r₁ + l₁(H₀ − E₀)r₀ + l₀(V − E₁)r₀. The first term is zero by (L0), and the other two cancel by (L1).
- Order t² is l₁(H₀ − E₀)r₁ + l₀(V − E₁)r₁ + l₁(V − E₁)r₀. The first two terms cancel by (L1), and the third is E₂.
- Order t³ is l₁(V − E₁)r₁, which is E₃.

Hence N = (E₀ + tE₁)D + t²E₂ + t³E₃. Since 1 = D − t² l₁r₁, this becomes

N = (E₀ + tE₁ + t²E₂ + t³E₃)D − t⁴(E₂ + tE₃) l₁r₁.

Where D ≠ 0, division by D gives the Rayleigh quotient as the energy through third order minus a remainder with prefactor t⁴. In the Hermitian case, with real t and the left vectors chosen as the conjugates of the right ones, D is at least 1. Here l₁r₁ can be negative or complex, so D can vanish for some t and the condition is needed.

## Matrices, row vectors and the energy shift in Lean

The basis is labelled by a finite type `n`, which is unrelated to the perturbation order.

```lean
import Mathlib

open Matrix

namespace BiorthogonalWigner

variable {n : Type*} [Fintype n] [DecidableEq n]
```

The combinations H₀ − E₀ and V − E₁ occur throughout, so the operation of subtracting a number from the diagonal gets a name.

```lean
/-- The matrix `A` with the number `e` subtracted on the diagonal, `A - e`. -/
def shifted (A : Matrix n n ℂ) (e : ℂ) : Matrix n n ℂ := A - e • (1 : Matrix n n ℂ)
```

Both left and right vectors are functions `n → ℂ`. Their role is shown by the product in which they stand: `l ᵥ* A` is a row vector times a matrix, `A *ᵥ r` is a matrix times a column vector, and `l ⬝ᵥ r` is the bilinear product without conjugation. No Hermiticity is imposed on `H₀` or `V`, and the energies may be complex. The first lemma says that x(A − e)y = xAy − e xy.

```lean
variable {H₀ V : Matrix n n ℂ} {E₀ E₁ E₂ E₃ : ℂ} {l₀ l₁ r₀ r₁ r₂ r₃ : n → ℂ}

/-- A matrix element of `A - e` is the matrix element of `A` minus `e` times the overlap. -/
theorem dot_shifted (A : Matrix n n ℂ) (e : ℂ) (x y : n → ℂ) :
    x ⬝ᵥ (shifted A e *ᵥ y) = x ⬝ᵥ (A *ᵥ y) - e * (x ⬝ᵥ y) := by
  simp only [shifted, Matrix.sub_mulVec, Matrix.smul_mulVec, Matrix.one_mulVec,
    dotProduct_sub, dotProduct_smul, smul_eq_mul]
```

## Two expressions for the second-order energy

In the hypotheses, `hl0` and `hl1` are (L0) and (L1), while `hr1` and `hr2` are (R1) and (R2). The conclusion is a conjunction of the two expressions for E₂ l₀r₀.

```lean
/-- The second-order energy, times the overlap `l₀ r₀`, is given both by the first-order right
vector with `l₀` and by the first-order left vector with `r₀`. -/
theorem second_order_energy
    (hl0 : l₀ ᵥ* shifted H₀ E₀ = 0)
    (hl1 : l₁ ᵥ* shifted H₀ E₀ + l₀ ᵥ* shifted V E₁ = 0)
    (hr1 : shifted H₀ E₀ *ᵥ r₁ + shifted V E₁ *ᵥ r₀ = 0)
    (hr2 : shifted H₀ E₀ *ᵥ r₂ + shifted V E₁ *ᵥ r₁ = E₂ • r₀) :
    l₀ ⬝ᵥ (shifted V E₁ *ᵥ r₁) = E₂ * (l₀ ⬝ᵥ r₀) ∧
      l₁ ⬝ᵥ (shifted V E₁ *ᵥ r₀) = E₂ * (l₀ ⬝ᵥ r₀) := by
  have e2 := congrArg (fun x => l₀ ⬝ᵥ x) hr2
  have f1 := congrArg (fun x => l₁ ⬝ᵥ x) hr1
  have g1 := congrArg (fun x => x ⬝ᵥ r₁) hl1
  simp only [dotProduct_add, add_dotProduct, dotProduct_smul, Matrix.dotProduct_mulVec, hl0,
    zero_dotProduct, dotProduct_zero, smul_eq_mul] at e2 f1 g1
  simp only [Matrix.dotProduct_mulVec]
  constructor
  · linear_combination e2
  · linear_combination f1 - g1 + e2
```

Each `congrArg` multiplies an order equation by a vector. The rewriting rule `Matrix.dotProduct_mulVec` moves the brackets from l(Ar) to (lA)r, after which `hl0` removes the terms that contain l₀(H₀ − E₀). The two `linear_combination` steps are the projection on l₀ and the subtraction made above.

## The third-order formula in any normalisation

Here `hr3` is (R3). No normalisation is assumed, and (R1) is not needed either.

```lean
/-- The third-order energy times the overlap `l₀ r₀`, for any normalisation of the left and right
vectors, in terms of vectors of order zero and one and the energies `E₁` and `E₂`. -/
theorem third_order_any_normalisation
    (hl0 : l₀ ᵥ* shifted H₀ E₀ = 0)
    (hl1 : l₁ ᵥ* shifted H₀ E₀ + l₀ ᵥ* shifted V E₁ = 0)
    (hr2 : shifted H₀ E₀ *ᵥ r₂ + shifted V E₁ *ᵥ r₁ = E₂ • r₀)
    (hr3 : shifted H₀ E₀ *ᵥ r₃ + shifted V E₁ *ᵥ r₂ = E₂ • r₁ + E₃ • r₀) :
    E₃ * (l₀ ⬝ᵥ r₀) =
      l₁ ⬝ᵥ (shifted V E₁ *ᵥ r₁) - E₂ * (l₀ ⬝ᵥ r₁ + l₁ ⬝ᵥ r₀) := by
  -- project the third order on l₀, the second order on l₁, and the left equation on r₂
  have e3 := congrArg (fun x => l₀ ⬝ᵥ x) hr3
  have e2 := congrArg (fun x => l₁ ⬝ᵥ x) hr2
  have e1 := congrArg (fun x => x ⬝ᵥ r₂) hl1
  simp only [dotProduct_add, add_dotProduct, dotProduct_smul, Matrix.dotProduct_mulVec, hl0,
    zero_dotProduct, smul_eq_mul] at e3 e2 e1
  rw [Matrix.dotProduct_mulVec]
  -- r₂ drops out of the combination
  linear_combination e1 - e2 - e3
```

The three equations `e3`, `e2` and `e1` are the three projections of the derivation: (R3) on l₀, (R2) on l₁, and (L1) on r₂. In the combination `e1 - e2 - e3` the terms with r₂ cancel, and the formula for E₃ l₀r₀ is left.

## The biorthogonal formula

The three normalisation conditions are now added as `h00`, `h01` and `h10`.

```lean
/-- Biorthogonal Wigner formula at third order: if the listed order equations hold in the
biorthogonal normalisation, then `E₃ = l₁ (V - E₁) r₁`. The matrices need not be Hermitian. -/
theorem wigner_third_order
    (hl0 : l₀ ᵥ* shifted H₀ E₀ = 0)
    (hl1 : l₁ ᵥ* shifted H₀ E₀ + l₀ ᵥ* shifted V E₁ = 0)
    (hr2 : shifted H₀ E₀ *ᵥ r₂ + shifted V E₁ *ᵥ r₁ = E₂ • r₀)
    (hr3 : shifted H₀ E₀ *ᵥ r₃ + shifted V E₁ *ᵥ r₂ = E₂ • r₁ + E₃ • r₀)
    (h00 : l₀ ⬝ᵥ r₀ = 1) (h01 : l₀ ⬝ᵥ r₁ = 0) (h10 : l₁ ⬝ᵥ r₀ = 0) :
    E₃ = l₁ ⬝ᵥ (shifted V E₁ *ᵥ r₁) := by
  have h := third_order_any_normalisation hl0 hl1 hr2 hr3
  rw [h00, h01, h10] at h
  linear_combination h
```

In words: if E₀, …, E₃ and the vectors satisfy the listed order equations and are biorthogonally normalised, then E₃ equals the matrix element of V − E₁ between l₁ and r₁. The proof substitutes 1, 0 and 0 into the previous theorem.

The condition l₀r₀ = 1 has physical content. It can be reached by rescaling only if l₀r₀ ≠ 0, and this fails, for instance, when E₀ is the merged level at an exceptional point of H₀, where two levels and their eigenvectors have merged into one Jordan block. The conditions l₀r₁ = 0 and l₁r₀ = 0 fix the freedom to add multiples of r₀ to r₁ and of l₀ to l₁.

The order equations are assumed and not derived from an eigenvalue problem. The theorem therefore says nothing about whether they can be solved for a given H₀ and V, or whether the series converges. The zeroth-order right equation (H₀ − E₀)r₀ = 0 is absent from the hypotheses because the argument never uses it. In an application it holds as well, and together with (L1) and l₀r₀ = 1 it gives E₁ = l₀Vr₀.

For a non-Hermitian effective Hamiltonian in a finite basis, the formula means that once both first-order vectors are available, the third-order energy takes one more matrix element and no second-order vector.

## The matrix element of the trial pair

The next theorem is the identity for N. It assumes the order equations and the biorthogonal normalisation, is written without division and holds for every complex `t`.

```lean
/-- The matrix element of `H₀ + tV` between the truncated vectors `l₀ + t l₁` and `r₀ + t r₁` equals
the energy through third order times their overlap, minus an explicit remainder with prefactor `t ^
4`. -/
theorem first_order_matrix_element
    (hl0 : l₀ ᵥ* shifted H₀ E₀ = 0)
    (hl1 : l₁ ᵥ* shifted H₀ E₀ + l₀ ᵥ* shifted V E₁ = 0)
    (hr1 : shifted H₀ E₀ *ᵥ r₁ + shifted V E₁ *ᵥ r₀ = 0)
    (hr2 : shifted H₀ E₀ *ᵥ r₂ + shifted V E₁ *ᵥ r₁ = E₂ • r₀)
    (hr3 : shifted H₀ E₀ *ᵥ r₃ + shifted V E₁ *ᵥ r₂ = E₂ • r₁ + E₃ • r₀)
    (h00 : l₀ ⬝ᵥ r₀ = 1) (h01 : l₀ ⬝ᵥ r₁ = 0) (h10 : l₁ ⬝ᵥ r₀ = 0) (t : ℂ) :
    (l₀ + t • l₁) ⬝ᵥ ((H₀ + t • V) *ᵥ (r₀ + t • r₁)) =
      (E₀ + t * E₁ + t ^ 2 * E₂ + t ^ 3 * E₃) * ((l₀ + t • l₁) ⬝ᵥ (r₀ + t • r₁))
        - t ^ 4 * (E₂ + t * E₃) * (l₁ ⬝ᵥ r₁) := by
  have left0 : ∀ y, l₀ ⬝ᵥ (shifted H₀ E₀ *ᵥ y) = 0 := fun y => by
    rw [Matrix.dotProduct_mulVec, hl0, zero_dotProduct]
  have left1 : ∀ y, l₁ ⬝ᵥ (shifted H₀ E₀ *ᵥ y) + l₀ ⬝ᵥ (shifted V E₁ *ᵥ y) = 0 := fun y => by
    simp only [Matrix.dotProduct_mulVec]
    rw [← add_dotProduct, hl1, zero_dotProduct]
  have a0 := left0 r₀
  have a1 := left0 r₁
  have b0 := left1 r₀
  have b1 := left1 r₁
  have e2 := (second_order_energy hl0 hl1 hr1 hr2).2
  have e3 := wigner_third_order hl0 hl1 hr2 hr3 h00 h01 h10
  simp only [dot_shifted, h00, h01, h10] at a0 a1 b0 b1 e2 e3
  simp only [Matrix.add_mulVec, Matrix.mulVec_add, Matrix.smul_mulVec, Matrix.mulVec_smul,
    dotProduct_add, add_dotProduct, smul_dotProduct, dotProduct_smul, smul_eq_mul,
    h00, h01, h10]
  -- collect the orders t⁰ to t³
  linear_combination a0 + t * a1 + t * b0 + t ^ 2 * b1 + t ^ 2 * e2 - t ^ 3 * e3
```

The auxiliary facts `left0` and `left1` are (L0) and (L1) multiplied by an arbitrary vector `y`. They are applied to r₀ and r₁, and the earlier theorems supply E₂ and E₃. The lemma `dot_shifted` then writes everything in terms of matrix elements of H₀ and V. The final `linear_combination` adds the results with weights t⁰ to t³, in the same way as the list of orders above.

## The quotient and its remainder

Dividing by the overlap D requires that it be nonzero, which is the hypothesis `hD`. The other hypotheses are those of the previous theorem.

```lean
/-- The two-sided Rayleigh quotient of the truncated vectors `l₀ + t l₁` and `r₀ + t r₁`, where
their overlap is nonzero, is the energy through third order minus an explicit remainder with
prefactor `t ^ 4`. -/
theorem two_sided_rayleigh_quotient
    (hl0 : l₀ ᵥ* shifted H₀ E₀ = 0)
    (hl1 : l₁ ᵥ* shifted H₀ E₀ + l₀ ᵥ* shifted V E₁ = 0)
    (hr1 : shifted H₀ E₀ *ᵥ r₁ + shifted V E₁ *ᵥ r₀ = 0)
    (hr2 : shifted H₀ E₀ *ᵥ r₂ + shifted V E₁ *ᵥ r₁ = E₂ • r₀)
    (hr3 : shifted H₀ E₀ *ᵥ r₃ + shifted V E₁ *ᵥ r₂ = E₂ • r₁ + E₃ • r₀)
    (h00 : l₀ ⬝ᵥ r₀ = 1) (h01 : l₀ ⬝ᵥ r₁ = 0) (h10 : l₁ ⬝ᵥ r₀ = 0) (t : ℂ)
    (hD : (l₀ + t • l₁) ⬝ᵥ (r₀ + t • r₁) ≠ 0) :
    (l₀ + t • l₁) ⬝ᵥ ((H₀ + t • V) *ᵥ (r₀ + t • r₁)) / ((l₀ + t • l₁) ⬝ᵥ (r₀ + t • r₁)) =
      E₀ + t * E₁ + t ^ 2 * E₂ + t ^ 3 * E₃
        - t ^ 4 * (E₂ + t * E₃) * (l₁ ⬝ᵥ r₁) / ((l₀ + t • l₁) ⬝ᵥ (r₀ + t • r₁)) := by
  rw [first_order_matrix_element hl0 hl1 hr1 hr2 hr3 h00 h01 h10 t, sub_div,
    mul_div_cancel_right₀ _ hD]
```

The result is an exact identity at the given `t`, not an asymptotic estimate. It compares the quotient with the polynomial E₀ + tE₁ + t²E₂ + t³E₃; an exact eigenvalue of H₀ + tV does not appear in it.

## A two-level example

The last theorem exhibits matrices and vectors that satisfy the assumptions. The unperturbed levels are 0 and 1, and the state followed is the lower one, so E₀ = 0. The perturbation has rows (0, a) and (b, c), which gives E₁ = 0. The vectors are

l₀ = (1, 0), l₁ = (0, −a)

r₀ = (1, 0), r₁ = (0, −b), r₂ = (0, bc), r₃ = (0, ab² − bc²),

and the energies are E₂ = −ab and E₃ = abc. The formula can be followed directly: Vr₁ = (−ab, −bc), and its product with l₁ is abc. The perturbation is Hermitian only if b is the conjugate of a and c is real, so general a, b and c give a non-Hermitian example.

```lean
/-- A two-level model with levels 0 and 1, couplings `a` and `b` and upper-level shift `c`
satisfies all the order equations and normalisations, with `E₂ = -ab` and `E₃ = abc`. -/
theorem two_level_witness (a b c : ℂ) :
    let A := shifted !![0, 0; 0, 1] 0
    let W := shifted !![0, a; b, c] 0
    ![1, 0] ᵥ* A = 0 ∧
    ![0, -a] ᵥ* A + ![1, 0] ᵥ* W = 0 ∧
    A *ᵥ ![0, -b] + W *ᵥ ![1, 0] = 0 ∧
    A *ᵥ ![0, b * c] + W *ᵥ ![0, -b] = (-(a * b)) • ![1, 0] ∧
    A *ᵥ ![0, a * b ^ 2 - b * c ^ 2] + W *ᵥ ![0, b * c] =
      (-(a * b)) • ![0, -b] + (a * b * c) • ![1, 0] ∧
    ![(1 : ℂ), 0] ⬝ᵥ ![1, 0] = 1 ∧ ![1, 0] ⬝ᵥ ![0, -b] = 0 ∧ ![0, -a] ⬝ᵥ ![1, 0] = 0 := by
  intro A W
  refine ⟨?_, ?_, ?_, ?_, ?_, ?_, ?_, ?_⟩
  iterate 5
    · ext i
      fin_cases i <;>
        simp [A, W, shifted, Matrix.vecMul, dotProduct, Fin.sum_univ_two] <;> ring
  all_goals simp [dotProduct, Fin.sum_univ_two]

end BiorthogonalWigner
```

The statement lists (L0), (L1), (R1), (R2), (R3) and the three normalisation conditions in this order, with `A` for H₀ − E₀ and `W` for V − E₁. The five vector equations are checked component by component, and the three products by direct evaluation.

```lean
#print axioms BiorthogonalWigner.first_order_matrix_element
#print axioms BiorthogonalWigner.two_sided_rayleigh_quotient
```

```
'BiorthogonalWigner.first_order_matrix_element' depends on axioms: [propext, Classical.choice, Quot.sound]
'BiorthogonalWigner.two_sided_rayleigh_quotient' depends on axioms: [propext, Classical.choice, Quot.sound]
```
